# Adaptive Verlet retraces its path after a velocity flip if no step density vanishes

Whether a molecular dynamics run with variable time step retraces its path after a velocity flip is asked here of an update that divides by a step density \(r\). The update is written both as an explicit formula and as equations with cleared denominators. Lean sets \(1/0=0\), so the formula alone would return a state even at \(r=0\), where the time step has no meaning.

```lean
import Mathlib

namespace AdaptiveVerlet

noncomputable section
```

A state holds position \(x\), velocity \(v\) and density \(r\). The local time step is \(h/r\), so \(h\) is not itself the time step. For \(h>0\) the time step is positive only if \(r>0\); the results below assume at most \(r\neq0\).

```lean
/-- A state of the adaptive integrator: position `x`, velocity `v` and step-density
variable `r`; the local time step is `h / r`. -/
@[ext]
structure State (V : Type*) where
  x : V
  v : V
  r : ℝ
```

Positions and velocities lie in any real vector space `V`, for instance all coordinates of \(N\) particles. The acceleration \(a\) and the target density \(u\) (not a potential energy) are arbitrary functions of position; thermostats, friction and constraints are absent. The flip is \(F(x,v,r)=(x,-v,r)\).

```lean
variable {V : Type*} [AddCommGroup V] [Module ℝ V]
  {h : ℝ} {a : V → V} {u : V → ℝ}

/-- Velocity flip: the velocity changes sign, position and step density are kept. -/
def flipV (s : State V) : State V := ⟨s.x, -s.v, s.r⟩
```

The explicit update, written \(\Phi\) below, is `step`:

```lean
/-- One adaptive Verlet step: drift to `y`, update the density to `r' = 2 u(y) - r`, kick,
and drift again. The formula is meant for `r ≠ 0` and `r' ≠ 0`. -/
def step (h : ℝ) (a : V → V) (u : V → ℝ) (s : State V) : State V :=
  let y := s.x + (h / (2 * s.r)) • s.v
  let r' := 2 * u y - s.r
  let v' := s.v + (h / 2 * (1 / s.r + 1 / r')) • a y
  ⟨y + (h / (2 * r')) • v', v', r'⟩
```

`IsStep` says that some intermediate position \(y\) satisfies
\[
\begin{aligned}
2r(y-x)&=hv, & r'&=2u(y)-r,\\
2rr'(v'-v)&=h(r+r')\,a(y), & 2r'(x'-y)&=hv'.
\end{aligned}
\]

```lean
/-- The adaptive Verlet equations between an old state `s` and a new state `s'`, with all
denominators cleared; `y` is the position between the two drifts. -/
def IsStep (h : ℝ) (a : V → V) (u : V → ℝ) (s s' : State V) : Prop :=
  ∃ y : V, (2 * s.r) • (y - s.x) = h • s.v ∧
    s'.r = 2 * u y - s.r ∧
    (2 * s.r * s'.r) • (s'.v - s.v) = (h * (s.r + s'.r)) • a y ∧
    (2 * s'.r) • (s'.x - y) = h • s'.v
```

## (a) Solving for a displacement

For \(c\neq0\), show that
\[c(p-q)=d\,w\iff p=q+\tfrac dc\,w .\]

**Solution.** Divide by \(c\) and add \(q\). Conversely, insert \(p\) and use \(c\,(d/c)=d\).

```lean
/-- A displacement equation with nonzero prefactor `c` can be solved for the new vector `p`. -/
theorem solve_displacement {c : ℝ} (hc : c ≠ 0) {d : ℝ} {p q w : V} :
    c • (p - q) = d • w ↔ p = q + (d / c) • w := by
  constructor
  · intro e
    have e' : p - q = (d / c) • w := by
      rw [div_eq_inv_mul, mul_smul, ← e, smul_smul, inv_mul_cancel₀ hc, one_smul]
    rw [← e']
    abel
  · intro e
    have hd : c * (d / c) = d := by field_simp
    rw [e, add_sub_cancel_left, smul_smul, hd]
```

## (b) Equations and explicit update agree

For \(r,r'\neq0\), show that the four equations hold exactly when \(s'=\Phi(s)\).

**Solution.** Part (a) with \(c=2r,\ 2rr',\ 2r'\) gives \(y\), \(v'\) and \(x'\). The kick coefficients agree:
\[\frac{h(r+r')}{2rr'}=\frac h2\left(\frac1r+\frac1{r'}\right).\]
This identity is `hc` in the proof. For the converse, take \(y=x+hv/(2r)\).

```lean
/-- If the old and new step densities are nonzero, the adaptive Verlet equations hold exactly
when the new state is the one given by the explicit update. -/
theorem isStep_iff {s s' : State V} (hs : s.r ≠ 0) (hs' : s'.r ≠ 0) :
    IsStep h a u s s' ↔ s' = step h a u s := by
  obtain ⟨x, v, r⟩ := s
  obtain ⟨x', v', r'⟩ := s'
  dsimp only at hs hs'
  have h2 : 2 * r ≠ 0 := mul_ne_zero two_ne_zero hs
  have h2' : 2 * r' ≠ 0 := mul_ne_zero two_ne_zero hs'
  have h3 : 2 * r * r' ≠ 0 := mul_ne_zero h2 hs'
  -- the two ways of writing the kick coefficient agree
  have hc : h * (r + r') / (2 * r * r') = h / 2 * (1 / r + 1 / r') := by
    field_simp
    ring
  constructor
  · rintro ⟨y, hy, hr, hv, hx⟩
    have ey : y = x + (h / (2 * r)) • v := (solve_displacement h2).1 hy
    have er : r' = 2 * u y - r := hr
    have ev : v' = v + (h * (r + r') / (2 * r * r')) • a y :=
      (solve_displacement h3).1 hv
    have ex : x' = y + (h / (2 * r')) • v' := (solve_displacement h2').1 hx
    rw [hc] at ev
    subst ey
    subst er
    subst ev
    subst ex
    rfl
  · intro e
    simp only [step, State.mk.injEq] at e
    obtain ⟨ex, ev, er⟩ := e
    rw [← er] at ex ev
    rw [← ev] at ex
    rw [← hc] at ev
    exact ⟨x + (h / (2 * r)) • v, (solve_displacement h2).2 rfl, er,
      (solve_displacement h3).2 ev, (solve_displacement h2').2 ex⟩
```

## (c) Exchanging old and new states

Show that if the equations lead from \(s\) to \(s'\), they also lead from \(Fs'\) to \(Fs\).

**Solution.** Keep the same \(y\). The required equations are
\[
\begin{aligned}
2r'(y-x')&=-hv', & r&=2u(y)-r',\\
2r'r(-v+v')&=h(r'+r)\,a(y), & 2r(x-y)&=-hv.
\end{aligned}
\]
The first and last are the original last and first times \(-1\); the others are rearrangements. `linear_combination` and `linarith` do this algebra. No density need be nonzero.

```lean
/-- The adaptive Verlet equations are time symmetric: if they lead from `s` to `s'`, they also
lead from the flipped `s'` to the flipped `s`. -/
theorem IsStep.reverse {s s' : State V} (e : IsStep h a u s s') :
    IsStep h a u (flipV s') (flipV s) := by
  obtain ⟨y, hy, hr, hv, hx⟩ := e
  -- the same intermediate position serves both directions
  refine ⟨y, ?_, ?_, ?_, ?_⟩ <;> simp only [flipV]
  · linear_combination (norm := module) (-1 : ℝ) • hx
  · linarith [hr]
  · linear_combination (norm := module) hv
  · linear_combination (norm := module) (-1 : ℝ) • hy
```

## (d) Only one next state

Let \(s\to s'\) with \(r,r'\neq0\), and let \(s\to s''\) also obey the equations. Show that \(s''=s'\).

**Solution.** Since \(r\neq0\), the first equation fixes \(y\), hence \(r''=2u(y)-r=r'\neq0\). By (b), both states equal \(\Phi(s)\).

```lean
/-- If a step leads from `s` to `s'` and both have nonzero step density, then `s'` is the only
state that the adaptive Verlet equations allow after `s`. -/
theorem IsStep.unique {s s' s'' : State V} (e : IsStep h a u s s')
    (hs : s.r ≠ 0) (hs' : s'.r ≠ 0) (e' : IsStep h a u s s'') : s'' = s' := by
  have hr : s''.r = s'.r := by
    obtain ⟨y, hy, hr, -, -⟩ := e
    obtain ⟨z, hz, hr', -, -⟩ := e'
    have h2 : 2 * s.r ≠ 0 := mul_ne_zero two_ne_zero hs
    have hyz : z = y :=
      ((solve_displacement h2).1 hz).trans ((solve_displacement h2).1 hy).symm
    rw [hr', hr, hyz]
  have hs'' : s''.r ≠ 0 := by rw [hr]; exact hs'
  exact ((isStep_iff hs hs'').1 e').trans ((isStep_iff hs hs').1 e).symm
```

## (e) The return run

Let \(s_0,\dots,s_n\) obey the equations with all densities nonzero, and let \(t_0=Fs_n\). Show that \(t\) obeys them for \(n\) steps exactly when
\[t_k=Fs_{n-k}\qquad(0\le k\le n).\]

**Solution.** By (c), \(Fs_{n-k}\to Fs_{n-k-1}\) is a valid step for \(k<n\); this is `back`. So the reversed sequence obeys the equations. Conversely, let \(t\) obey the equations. If \(t_k=Fs_{n-k}\) for some \(k<n\), then (d) forces \(t_{k+1}=Fs_{n-k-1}\), and induction from \(t_0\) finishes the argument.

```lean
/-- Let `s` be a trajectory of `n` adaptive Verlet steps with nonzero step densities, and let `t`
start from its flipped end point. Then `t` obeys the adaptive Verlet equations for `n` steps
exactly when it runs through the flipped states of `s` in reverse order. -/
theorem retrace {n : ℕ} {s t : ℕ → State V}
    (hstep : ∀ k < n, IsStep h a u (s k) (s (k + 1)))
    (hr : ∀ k ≤ n, (s k).r ≠ 0) (h0 : t 0 = flipV (s n)) :
    (∀ k < n, IsStep h a u (t k) (t (k + 1))) ↔
      ∀ k ≤ n, t k = flipV (s (n - k)) := by
  -- the flipped states in reverse order form a trajectory
  have back : ∀ k < n, IsStep h a u (flipV (s (n - k))) (flipV (s (n - (k + 1)))) := by
    intro k hk
    have e := (hstep (n - (k + 1)) (by omega)).reverse
    rwa [show n - (k + 1) + 1 = n - k by omega] at e
  constructor
  · intro ht k
    induction k with
    | zero => intro _; simpa using h0
    | succ k ih =>
      intro hk
      have e := ht k (by omega)
      rw [ih (by omega)] at e
      exact (back k (by omega)).unique (hr (n - k) (by omega))
        (hr (n - (k + 1)) (by omega)) e
  · intro ht k hk
    rw [ht k (by omega), ht (k + 1) (by omega)]
    exact back k hk
```

## (f) The echo

For \(s\) and \(t\) as in (e), both obeying the equations, show that \(Ft_n=s_0\).

**Solution.** Put \(k=n\) in (e): \(t_n=Fs_0\), and two flips cancel. For \(n=0\) only the two flips remain.

```lean
/-- Time reversibility of adaptive Verlet: if the step densities of the forward run `s` are
nonzero, then `n` steps, a velocity flip, `n` further steps `t` and a second flip restore the
initial position, velocity and step density. -/
theorem time_reversible {n : ℕ} {s t : ℕ → State V}
    (hstep : ∀ k < n, IsStep h a u (s k) (s (k + 1)))
    (hr : ∀ k ≤ n, (s k).r ≠ 0) (h0 : t 0 = flipV (s n))
    (ht : ∀ k < n, IsStep h a u (t k) (t (k + 1))) :
    flipV (t n) = s 0 := by
  rw [(retrace hstep hr h0).1 ht n le_rfl, Nat.sub_self]
  simp [flipV]
```

## (g) The echo for the explicit algorithm

Assume only that \(\Phi^k(s)\) has nonzero density for \(0\le k\le n\). Show that the return run meets no zero density either, and that
\[F\,\Phi^n F\,\Phi^n(s)=s .\]

**Solution.** Write \(s_k=\Phi^k(s)\). Parts (b), (c) and (b) again give \(\Phi(Fs_{k+1})=Fs_k\) for \(k<n\). By induction \(\Phi^k(Fs_n)=Fs_{n-k}\), which is `key`. Flips preserve \(r\), so the return densities are nonzero; \(k=n\) gives the echo.

In the limiting case of constant \(u\neq0\) and initial \(r=u\), the density stays constant and \(\Phi\) is drift–kick–drift Verlet with time step \(h/u\).

For position-dependent forces, the echo offers a check on an adaptive Verlet implementation. The theorem concerns exact real numbers. A simulation rounds them, and chaotic motion amplifies the rounding errors, so in a chaotic system even a correct code returns close to its start only if the run is short enough.

```lean
/-- For the explicit update: if the forward run of `n` steps meets no zero step density, then the
run back from the flipped end point meets none either, and its flipped end is the initial state. -/
theorem explicit_return (n : ℕ) (s : State V)
    (hr : ∀ k ≤ n, ((step h a u)^[k] s).r ≠ 0) :
    (∀ k ≤ n, ((step h a u)^[k] (flipV ((step h a u)^[n] s))).r ≠ 0) ∧
      flipV ((step h a u)^[n] (flipV ((step h a u)^[n] s))) = s := by
  have key : ∀ k ≤ n, (step h a u)^[k] (flipV ((step h a u)^[n] s)) =
      flipV ((step h a u)^[n - k] s) := by
    intro k
    induction k with
    | zero => intro _; rfl
    | succ k ih =>
      intro hk
      have hm : n - k = n - (k + 1) + 1 := by omega
      rw [Function.iterate_succ_apply', ih (by omega), hm]
      have h1 := hr (n - (k + 1)) (by omega)
      have h2 := hr (n - (k + 1) + 1) (by omega)
      have e := (isStep_iff h1 h2).2 (Function.iterate_succ_apply' (step h a u) _ s)
      exact ((isStep_iff (s := flipV ((step h a u)^[n - (k + 1) + 1] s))
        (s' := flipV ((step h a u)^[n - (k + 1)] s)) h2 h1).1 e.reverse).symm
  constructor
  · intro k hk
    rw [key k hk]
    exact hr (n - k) (by omega)
  · rw [key n le_rfl, Nat.sub_self]
    simp [flipV]
```

## (h) A return that misses the start

Take a free particle at rest on a line, with \(h=1\), \(a=0\), \(u=\tfrac12\). Show that the equations allow
\[(0,0,1)\to(0,0,0)\xrightarrow{\,F\,}(0,0,0)\to(1,0,1),\]
and that flipping the last state does not give the first.

**Solution.** Going forward, \(y=0\) and \(r'=1-1=0\) satisfy all four equations. On return, the first reads \(0\,(y-0)=0\) and leaves \(y\) free. Choose \(y=1\); then \(r'=1\), \(v'=0\), \(x'=1\) satisfy the rest. The final flip leaves the position at \(1\), not \(0\). This jump is a feature of the cleared equations; the explicit formula has no meaning here, since it divides by zero. Thus, in (f), nonzero densities at every forward state except the last are not enough.

```lean
/-- A free particle at rest on a line, with `h = 1` and `u = 1/2`, can step from `r = 1` to
`r = 0`; from there the adaptive Verlet equations allow a return step that ends at position `1`
instead of the initial position `0`. -/
theorem zero_density_breaks_return :
    IsStep (V := ℝ) 1 (fun _ => 0) (fun _ => 1 / 2) ⟨0, 0, 1⟩ ⟨0, 0, 0⟩ ∧
    IsStep (V := ℝ) 1 (fun _ => 0) (fun _ => 1 / 2) (flipV ⟨0, 0, 0⟩) ⟨1, 0, 1⟩ ∧
    flipV (⟨1, 0, 1⟩ : State ℝ) ≠ ⟨0, 0, 1⟩ := by
  refine ⟨⟨0, ?_, ?_, ?_, ?_⟩, ⟨1, ?_, ?_, ?_, ?_⟩, ?_⟩ <;> norm_num [flipV]

end

end AdaptiveVerlet
```

```lean
#print axioms AdaptiveVerlet.retrace
#print axioms AdaptiveVerlet.time_reversible
#print axioms AdaptiveVerlet.explicit_return
#print axioms AdaptiveVerlet.zero_density_breaks_return
```

```
'AdaptiveVerlet.retrace' depends on axioms: [propext, Classical.choice, Quot.sound]
'AdaptiveVerlet.time_reversible' depends on axioms: [propext, Classical.choice, Quot.sound]
'AdaptiveVerlet.explicit_return' depends on axioms: [propext, Classical.choice, Quot.sound]
'AdaptiveVerlet.zero_density_breaks_return' depends on axioms: [propext, Classical.choice, Quot.sound]
```
